# Early Gaussian decay of the overlap of two fixed-width packets that start together under different constant forces

**Q.** Which definitions and conventions are you using? I doubt that a formula about two Gaussians says much about surface hopping.

**A.** One nuclear coordinate $x$, with $\hbar=1$. Packet $j=1,2$ has centre $x_j$, momentum $p_j$ and a shared width parameter $a>0$:
$$g_j(x)=(2a/\pi)^{1/4}\,e^{-a(x-x_j)^2+ip_jx}.$$

```lean
import Mathlib

open MeasureTheory Filter
open scoped Real Topology ComplexConjugate

namespace SurfaceHoppingDecoherence

noncomputable section
```

In the file, `amplitude` is the prefactor, written as a double square root.

```lean
/-- The amplitude `(2a/π)^(1/4)` of a Gaussian packet with width parameter `a > 0`. -/
def amplitude (a : ℝ) : ℝ := Real.sqrt (Real.sqrt (2 * a / π))
```

`packet` is $g_j$, a function from the reals to the complex numbers.

```lean
/-- The Gaussian packet with width parameter `a`, centre `x₀` and momentum `p`, with `ħ = 1`. -/
def packet (a x₀ p : ℝ) (x : ℝ) : ℂ :=
  (amplitude a : ℂ) * Complex.exp (-(a : ℂ) * ((x : ℂ) - x₀) ^ 2 + Complex.I * p * x)
```

`overlap` is $\langle f|g\rangle$, conjugate-linear in the first argument.

```lean
/-- The overlap integral of two wave functions on the line. -/
def overlap (f g : ℝ → ℂ) : ℂ := ∫ x : ℝ, conj (f x) * g x
```

**Q.** And the dynamics?

**A.** Classical. `UniformForce m F x p` says that $p'=F$ and $(mx)'=p$ at all times, where $F$ is the constant slope force of one potential surface.

```lean
/-- Newton's equations for a particle of mass `m` under the constant force `F`:
the momentum changes at the rate `F`, and `m x` changes at the rate `p`. -/
def UniformForce (m F : ℝ) (x p : ℝ → ℝ) : Prop :=
  (∀ t, HasDerivAt p F t) ∧ ∀ t, HasDerivAt (fun s => m * x s) (p t) t
```

**Q.** Then derive the overlap by hand.

**A.** Write $\Delta x=x_2-x_1$, $\Delta p=p_2-p_1$, $X=(x_1+x_2)/2$ and $y=x-X$. Since $(x-x_1)^2+(x-x_2)^2=2y^2+\Delta x^2/2$,
$$\langle g_1|g_2\rangle=\sqrt{\tfrac{2a}{\pi}}\;e^{-a\Delta x^2/2+i\Delta p X}\int e^{-2ay^2+i\Delta p\,y}\,dy.$$
Completing the square,
$$-2ay^2+i\Delta p\,y=-2a\Big(y-\frac{i\Delta p}{4a}\Big)^2-\frac{\Delta p^2}{8a}.$$
Shifting the contour leaves $\sqrt{\pi/(2a)}\,e^{-\Delta p^2/(8a)}$, whose root cancels the prefactor:
$$\langle g_1|g_2\rangle=e^{-a\Delta x^2/2-\Delta p^2/(8a)+i\Delta pX}.$$

The Lean proof does the same integral without moving the origin to $X$, so its exponent keeps a linear term containing $x_1+x_2$. `hpt` merges the exponents, `integral_cexp_quadratic` evaluates the Gaussian integral, and `hN` cancels the prefactor.

```lean
/-- The overlap of two Gaussian packets of the same width parameter `a > 0`, including its
phase. -/
theorem overlap_packet {a : ℝ} (ha : 0 < a) (x₁ p₁ x₂ p₂ : ℝ) :
    overlap (packet a x₁ p₁) (packet a x₂ p₂) =
      Complex.exp (((-(a * (x₂ - x₁) ^ 2 / 2) - (p₂ - p₁) ^ 2 / (8 * a) : ℝ) : ℂ)
        + (((p₂ - p₁) * (x₁ + x₂) / 2 : ℝ) : ℂ) * Complex.I) := by
  have haC : (a : ℂ) ≠ 0 := Complex.ofReal_ne_zero.mpr ha.ne'
  -- the integrand is a single Gaussian with a complex linear term
  have hpt : ∀ x : ℝ, conj (packet a x₁ p₁ x) * packet a x₂ p₂ x =
      ((amplitude a * amplitude a : ℝ) : ℂ) *
        Complex.exp ((-2 * (a : ℂ)) * (x : ℂ) ^ 2
          + (2 * (a : ℂ) * (x₁ + x₂) + (p₂ - p₁) * Complex.I) * (x : ℂ)
          + -(a : ℂ) * ((x₁ : ℂ) ^ 2 + (x₂ : ℂ) ^ 2)) := by
    intro x
    have hc : conj (packet a x₁ p₁ x) = (amplitude a : ℂ) *
        Complex.exp (-(a : ℂ) * ((x : ℂ) - x₁) ^ 2 - Complex.I * p₁ * x) := by
      rw [packet, map_mul, Complex.conj_ofReal, ← Complex.exp_conj]
      congr 2
      simp only [map_add, map_sub, map_neg, map_mul, map_pow, Complex.conj_ofReal,
        Complex.conj_I]
      ring
    have he : Complex.exp ((-2 * (a : ℂ)) * (x : ℂ) ^ 2
          + (2 * (a : ℂ) * (x₁ + x₂) + (p₂ - p₁) * Complex.I) * (x : ℂ)
          + -(a : ℂ) * ((x₁ : ℂ) ^ 2 + (x₂ : ℂ) ^ 2)) =
        Complex.exp (-(a : ℂ) * ((x : ℂ) - x₁) ^ 2 - Complex.I * p₁ * x) *
        Complex.exp (-(a : ℂ) * ((x : ℂ) - x₂) ^ 2 + Complex.I * p₂ * x) := by
      rw [← Complex.exp_add]
      congr 1
      ring
    rw [hc, he, packet, Complex.ofReal_mul]
    ring
  have hb : (-2 * (a : ℂ)).re < 0 := by
    have h : (-2 * (a : ℂ)).re = -2 * a := by simp
    rw [h]
    linarith
  have hroot : ((π : ℂ) / -(-2 * (a : ℂ))) ^ (1 / 2 : ℂ) =
      ((Real.sqrt (π / (2 * a)) : ℝ) : ℂ) := by
    rw [Real.sqrt_eq_rpow, Complex.ofReal_cpow (by positivity)]
    congr 1 <;> push_cast <;> ring
  -- the amplitudes cancel the Gaussian integral
  have hN : amplitude a * amplitude a * Real.sqrt (π / (2 * a)) = 1 := by
    have h1 : 2 * a / π * (π / (2 * a)) = 1 := by
      have := Real.pi_ne_zero
      have := ha.ne'
      field_simp
    rw [amplitude, Real.mul_self_sqrt (Real.sqrt_nonneg _),
      ← Real.sqrt_mul (by positivity), h1, Real.sqrt_one]
  have hsq : (2 * (a : ℂ) * (x₁ + x₂) + (p₂ - p₁) * Complex.I) ^ 2 =
      4 * (a : ℂ) ^ 2 * (x₁ + x₂) ^ 2 + 4 * a * (x₁ + x₂) * (p₂ - p₁) * Complex.I
        - ((p₂ : ℂ) - p₁) ^ 2 := by
    linear_combination ((p₂ : ℂ) - p₁) ^ 2 * Complex.I_sq
  unfold overlap
  simp only [hpt]
  rw [integral_const_mul, integral_cexp_quadratic hb, hroot, ← mul_assoc,
    ← Complex.ofReal_mul, hN, Complex.ofReal_one, one_mul, hsq]
  congr 1
  push_cast
  field_simp
  ring
```

**Q.** Are the packets really normalized?

**A.** Yes. Set the two packets equal: the exponent vanishes and the overlap is 1. The proof then identifies $\overline{g}g$ with $|g|^2$.

```lean
/-- A Gaussian packet with width parameter `a > 0` has total probability one. -/
theorem packet_normalized {a : ℝ} (ha : 0 < a) (x₀ p : ℝ) :
    ∫ x : ℝ, ‖packet a x₀ p x‖ ^ 2 = 1 := by
  have h : overlap (packet a x₀ p) (packet a x₀ p) = 1 := by
    rw [overlap_packet ha]
    simp
  have h2 : overlap (packet a x₀ p) (packet a x₀ p) =
      ((∫ x : ℝ, ‖packet a x₀ p x‖ ^ 2 : ℝ) : ℂ) := by
    rw [overlap, ← integral_complex_ofReal]
    refine integral_congr_ae (Eventually.of_forall fun x => ?_)
    change conj (packet a x₀ p x) * packet a x₀ p x = ((‖packet a x₀ p x‖ ^ 2 : ℝ) : ℂ)
    rw [Complex.conj_mul', Complex.ofReal_pow]
  exact_mod_cast h2.symm.trans h
```

For the modulus, only the real part of the exponent survives, so the phase $\Delta pX$ disappears.

```lean
/-- For `a > 0`, the modulus of the overlap depends only on the differences of the centres and
of the momenta, and is Gaussian in both. -/
theorem norm_overlap {a : ℝ} (ha : 0 < a) (x₁ p₁ x₂ p₂ : ℝ) :
    ‖overlap (packet a x₁ p₁) (packet a x₂ p₂)‖ =
      Real.exp (-(a * (x₂ - x₁) ^ 2 / 2) - (p₂ - p₁) ^ 2 / (8 * a)) := by
  rw [overlap_packet ha, Complex.norm_exp]
  congr 1
  simp only [Complex.add_re, Complex.mul_re, Complex.ofReal_re, Complex.ofReal_im,
    Complex.I_re, Complex.I_im]
  ring
```

**Q.** Where do the time-dependent differences enter?

**A.** First as hypotheses. Here `F` denotes the force *difference*. With $\Delta p=Ft$ and $\Delta x=Ft^2/(2m)$,
$$\frac{\Delta p^2}{8a}=\frac{F^2t^2}{8a},\qquad \frac{a\Delta x^2}{2}=\frac{aF^2t^4}{8m^2}.$$
The theorem states the position condition multiplied by $m$; the proof divides by $m\ne0$ and substitutes. Physically, $m>0$.

```lean
/-- Let `a > 0` and `m ≠ 0`. If the packets differ by `F t² / (2m)` in centre and by `F t` in
momentum, their overlap has modulus `exp(-F²t²/(8a) - aF²t⁴/(8m²))`. -/
theorem norm_overlap_of_force {a m F t x₁ p₁ x₂ p₂ : ℝ} (ha : 0 < a) (hm : m ≠ 0)
    (hx : m * (x₂ - x₁) = F * t ^ 2 / 2) (hp : p₂ - p₁ = F * t) :
    ‖overlap (packet a x₁ p₁) (packet a x₂ p₂)‖ =
      Real.exp (-F ^ 2 * t ^ 2 / (8 * a) - a * F ^ 2 * t ^ 4 / (8 * m ^ 2)) := by
  have hx' : x₂ - x₁ = F * t ^ 2 / (2 * m) := by
    rw [eq_div_iff (mul_ne_zero two_ne_zero hm)]
    linear_combination 2 * hx
  rw [norm_overlap ha, hx', hp]
  congr 1
  ring
```

**Q.** You have assumed the separation I wanted explained.

**A.** The next results derive it from Newton's equations. First, the familiar accelerated trajectory is differentiated to show that it satisfies them.

```lean
/-- For `m ≠ 0`, the uniformly accelerated trajectory `x₀ + p₀t/m + Ft²/(2m)` with momentum
`p₀ + Ft` obeys Newton's equations for the constant force `F`. -/
theorem uniformForce_witness {m : ℝ} (hm : m ≠ 0) (F x₀ p₀ : ℝ) :
    UniformForce m F (fun t => x₀ + p₀ * t / m + F * t ^ 2 / (2 * m))
      (fun t => p₀ + F * t) := by
  refine ⟨fun t => (((hasDerivAt_id' t).const_mul F).const_add p₀).congr_deriv (by ring),
    fun t => ?_⟩
  have hfun : (fun s : ℝ => m * (x₀ + p₀ * s / m + F * s ^ 2 / (2 * m))) =
      fun s => m * x₀ + (p₀ * s + F / 2 * (s * s)) := by
    funext s
    have hmi : m * m⁻¹ = 1 := mul_inv_cancel₀ hm
    linear_combination (p₀ * s + F * s ^ 2 / 2) * hmi
  rw [hfun]
  exact ((((hasDerivAt_id' t).const_mul p₀).fun_add
    (((hasDerivAt_id' t).fun_mul (hasDerivAt_id' t)).const_mul (F / 2))).const_add
      (m * x₀)).congr_deriv (by ring)
```

Now take forces $F_1,F_2$ and a common start. From $\Delta p'=F_2-F_1$ and $\Delta p(0)=0$ we get $\Delta p=(F_2-F_1)t$. Then $(m\Delta x)'=\Delta p$ and $\Delta x(0)=0$ give $m\Delta x=(F_2-F_1)t^2/2$. Lean performs each integration by subtracting the proposed answer and showing that the remainder has zero derivative, hence is constant.

```lean
/-- Two trajectories with common initial position and momentum, under constant forces `F₁` and
`F₂`, separate linearly in momentum and quadratically in mass times position. -/
theorem separation {m F₁ F₂ : ℝ} {x₁ p₁ x₂ p₂ : ℝ → ℝ}
    (h₁ : UniformForce m F₁ x₁ p₁) (h₂ : UniformForce m F₂ x₂ p₂)
    (hx0 : x₁ 0 = x₂ 0) (hp0 : p₁ 0 = p₂ 0) (t : ℝ) :
    m * (x₂ t - x₁ t) = (F₂ - F₁) * t ^ 2 / 2 ∧ p₂ t - p₁ t = (F₂ - F₁) * t := by
  -- integrate the force difference once
  have hp : ∀ s, p₂ s - p₁ s = (F₂ - F₁) * s := by
    intro s
    have d : ∀ r, HasDerivAt (fun r => p₂ r - p₁ r - (F₂ - F₁) * r) 0 r := fun r =>
      (((h₂.1 r).fun_sub (h₁.1 r)).fun_sub
        ((hasDerivAt_id' r).const_mul (F₂ - F₁))).congr_deriv (by ring)
    have e : p₂ s - p₁ s - (F₂ - F₁) * s = p₂ 0 - p₁ 0 - (F₂ - F₁) * 0 :=
      is_const_of_deriv_eq_zero (fun r => (d r).differentiableAt) (fun r => (d r).deriv) s 0
    linear_combination e - hp0
  refine ⟨?_, hp t⟩
  -- and a second time for the positions
  have d : ∀ r, HasDerivAt
      (fun r => m * x₂ r - m * x₁ r - (F₂ - F₁) / 2 * (r * r)) 0 r := fun r =>
    (((h₂.2 r).fun_sub (h₁.2 r)).fun_sub
      (((hasDerivAt_id' r).fun_mul (hasDerivAt_id' r)).const_mul
        ((F₂ - F₁) / 2))).congr_deriv (by linear_combination hp r)
  have e : m * x₂ t - m * x₁ t - (F₂ - F₁) / 2 * (t * t) =
      m * x₂ 0 - m * x₁ 0 - (F₂ - F₁) / 2 * (0 * 0) :=
    is_const_of_deriv_eq_zero (fun r => (d r).differentiableAt) (fun r => (d r).deriv) t 0
  linear_combination e - m * hx0
```

Combining the two results gives the decay law for a pair of surfaces.

```lean
/-- Packets of fixed width parameter `a > 0` and mass `m ≠ 0` start with the same centre and
momentum and follow Newton's equations under constant forces `F₁` and `F₂`; this is the modulus of
their overlap at time `t`. -/
theorem surface_decoherence {a m F₁ F₂ : ℝ} {x₁ p₁ x₂ p₂ : ℝ → ℝ} (ha : 0 < a) (hm : m ≠ 0)
    (h₁ : UniformForce m F₁ x₁ p₁) (h₂ : UniformForce m F₂ x₂ p₂)
    (hx0 : x₁ 0 = x₂ 0) (hp0 : p₁ 0 = p₂ 0) (t : ℝ) :
    ‖overlap (packet a (x₁ t) (p₁ t)) (packet a (x₂ t) (p₂ t))‖ =
      Real.exp (-(F₂ - F₁) ^ 2 * t ^ 2 / (8 * a)
        - a * (F₂ - F₁) ^ 2 * t ^ 4 / (8 * m ^ 2)) := by
  obtain ⟨hx, hp⟩ := separation h₁ h₂ hx0 hp0 t
  exact norm_overlap_of_force ha hm hx hp
```

**Q.** There is still a quartic term. Why call the decay Gaussian?

**A.** Only its early part is. For $t\neq0$,
$$\frac{\ln|\langle g_1|g_2\rangle|}{t^2}=-\frac{(F_2-F_1)^2}{8a}-\frac{a(F_2-F_1)^2t^2}{8m^2},$$
and the last term vanishes as $t\to0$. The proof takes this limit by continuity, then matches the two expressions away from $t=0$. The quartic term is relatively small while $t\ll m/a$.

```lean
/-- Early decoherence is Gaussian: if packets of fixed width parameter `a > 0` and mass `m ≠ 0`
start with the same centre and momentum and follow Newton's equations under constant forces `F₁` and
`F₂`, then the logarithm of the overlap modulus divided by `t²` tends to `-(F₂ - F₁)²/(8a)` as
`t → 0`. -/
theorem early_gaussian_decoherence {a m F₁ F₂ : ℝ} {x₁ p₁ x₂ p₂ : ℝ → ℝ}
    (ha : 0 < a) (hm : m ≠ 0)
    (h₁ : UniformForce m F₁ x₁ p₁) (h₂ : UniformForce m F₂ x₂ p₂)
    (hx0 : x₁ 0 = x₂ 0) (hp0 : p₁ 0 = p₂ 0) :
    Tendsto (fun t : ℝ =>
        Real.log ‖overlap (packet a (x₁ t) (p₁ t)) (packet a (x₂ t) (p₂ t))‖ / t ^ 2)
      (𝓝[≠] 0) (𝓝 (-(F₂ - F₁) ^ 2 / (8 * a))) := by
  have hlim : Tendsto (fun t : ℝ => -(F₂ - F₁) ^ 2 / (8 * a)
      - a * (F₂ - F₁) ^ 2 * t ^ 2 / (8 * m ^ 2)) (𝓝[≠] 0)
      (𝓝 (-(F₂ - F₁) ^ 2 / (8 * a))) := by
    have hc : Continuous (fun t : ℝ => -(F₂ - F₁) ^ 2 / (8 * a)
        - a * (F₂ - F₁) ^ 2 * t ^ 2 / (8 * m ^ 2)) := by fun_prop
    have h := (hc.tendsto 0).mono_left (nhdsWithin_le_nhds (s := {0}ᶜ))
    simpa using h
  -- away from t = 0 the quotient is this polynomial in t
  refine hlim.congr' ?_
  filter_upwards [self_mem_nhdsWithin] with t ht
  have ht0 : t ≠ 0 := ht
  rw [surface_decoherence ha hm h₁ h₂ hx0 hp0 t, Real.log_exp,
    eq_div_iff (pow_ne_zero 2 ht0)]
  ring

end

end SurfaceHoppingDecoherence
```

```lean
#print axioms SurfaceHoppingDecoherence.packet_normalized
-- 'SurfaceHoppingDecoherence.packet_normalized' depends on axioms: [propext, Classical.choice, Quot.sound]
#print axioms SurfaceHoppingDecoherence.early_gaussian_decoherence
-- 'SurfaceHoppingDecoherence.early_gaussian_decoherence' depends on axioms: [propext, Classical.choice, Quot.sound]
```

**Q.** So what has surface hopping gained?

**A.** For a state $c_1|1\rangle g_1+c_2|2\rangle g_2$ with orthonormal electronic states, the electronic coherence has magnitude $|c_1c_2|\,|\langle g_1|g_2\rangle|$, so the law gives its decay in this one-dimensional, constant-force, fixed-width model. Frozen width and classical centres are postulated, not obtained from the Schrödinger equation; hops, electronic coupling and curved surfaces are absent.

**Q.** How would it appear in a code?

**A.** Evaluate both surface forces at the current geometry and, if they differ, set $\tau=\sqrt{8a}/|F_2-F_1|$. The early damping factor for the coherence is $e^{-t^2/\tau^2}$, with $t$ counted from when the packets coincided. For a step $\delta t$ at constant $\tau$, multiply by $e^{-[(t+\delta t)^2-t^2]/\tau^2}$. Repeating $e^{-\delta t^2/\tau^2}$ instead would make the decay depend on the step size. The width $a$ remains an input that you must choose.
